# The first-order electronic energy $W(R)$ of splitting the He⁺ nucleus into two protons satisfies $W(R)/R^2 \to 8/3$ as $R \to 0^+$

When I compute the electronic energy curve of H₂⁺, I check the short-distance end by subtracting the He⁺ energy of $-2$ hartree, dividing by the square of the proton–proton distance $R$, and seeing whether the ratio heads for $8/3$ as $R$ shrinks. I take the number from first-order perturbation theory in atomic units: pulling the He⁺ nucleus apart into two protons changes the energy of the 1s electron by

$$W(R) = 4 - \frac{4}{R} + e^{-2R}\Big(4 + \frac{4}{R}\Big).$$

The $1/R$ terms cancel, and so do the next two orders, which makes me distrust my algebra. Can the formula for $W$ and the limit $W(R)/R^2 \to 8/3$ be derived rigorously from the Coulomb integrals and machine-checked? And what do I get for unequal charges?

## The splitting energy as an average over the 1s density

Both hold for the first-order electronic energy with the united nucleus at the centre of charge, and for positive charges $Z_A$, $Z_B$ the coefficient is $\tfrac23 (Z_A+Z_B)^2 Z_A Z_B$.

Let $Z = Z_A + Z_B$ be the charge of the united nucleus at the origin. Its normalised 1s state has radial density $\rho_Z(r) = 4Z^3 r^2 e^{-2Zr}$, with $r$ the distance of the electron from the origin. Replace the nucleus by charge $Z_A$ at distance $s_A = Z_B R/Z$ and charge $Z_B$ at distance $s_B = Z_A R/Z$ on the opposite side. Then $s_A + s_B = R$ and $Z_A s_A = Z_B s_B$: the centre of charge stays at the origin, which removes the dipole term of the perturbation at electron distances $r$ beyond both nuclei. With $r_A$, $r_B$ the electron's distances to the new nuclei, the perturbation is $Z/r - Z_A/r_A - Z_B/r_B$. The state is spherical, so only $s_A$ and $s_B$ enter its expectation value,

$$E^{(1)}(R) = Z\langle 1/r\rangle - Z_A\,\phi_Z(s_A) - Z_B\,\phi_Z(s_B),$$

where $\langle 1/r\rangle = \int_0^\infty \rho_Z(r)\,r^{-1}\,dr$, and $\phi_Z(s) = \int_0^\infty \rho_Z(r)\,K(r,s)\,dr$ is the mean inverse distance to a point at distance $s$. Here $K$ is the average over the cosine $t$ of the polar angle,

$$K(r,s) = \frac12\int_{-1}^{1} \frac{dt}{\sqrt{r^2+s^2-2rst}}.$$

The function $-\sqrt{r^2+s^2-2rst}\,/(rs)$ is an antiderivative in $t$, so

$$K(r,s) = \frac{(r+s) - |r-s|}{2rs} = \frac{1}{\max(r,s)}.$$

For $a \ge 0$, differentiating $-(Z+2Z^2r)e^{-2Zr}$ gives $4Z^3 r e^{-2Zr}$, hence

$$\int_a^\infty 4Z^3 r\,e^{-2Zr}\,dr = (Z+2Z^2a)\,e^{-2Za},$$

and $a=0$ yields $\langle 1/r\rangle = Z$. The charge inside radius $s$ follows from the antiderivative $-(1+2Zr+2Z^2r^2)e^{-2Zr}$ of $\rho_Z$. Splitting at $r=s$,

$$\phi_Z(s) = \frac{1-(1+2Zs+2Z^2s^2)e^{-2Zs}}{s} + (Z+2Z^2s)e^{-2Zs} = \frac1s - e^{-2Zs}\Big(Z+\frac1s\Big).$$

For $Z_A=Z_B=1$ one has $Z=2$, $s_A=s_B=R/2$ and $\phi_2(R/2) = 2/R - e^{-2R}(2+2/R)$, so $E^{(1)} = 4 - 2\phi_2(R/2) = W(R)$.

## The coefficient of $R^2$

Put $x = 2Zs$ and $g(x) = x/2 - 1 + e^{-x}(x/2+1)$. Since $1/s = 2Z/x$, one has $Z - \phi_Z(s) = (2Z/x)\,g(x)$. Write $e^{-x} = 1 - x + x^2/2 - x^3/6 + \epsilon(x)$, where the remainder obeys $|\epsilon(x)| \le x^4$ for $0<x<1$. The cubic polynomial times $x/2+1$ is $1 - x/2 + x^3/12 - x^4/12$, so

$$\frac{g(x)}{x^3} = \frac1{12} - \frac{x}{12} + \frac{\epsilon(x)}{x^3}\Big(\frac{x}{2}+1\Big) \;\to\; \frac1{12}.$$

For a displacement $s = cR$ with fixed $c>0$, $x^2 = 4Z^2c^2R^2$ and

$$\frac{Z-\phi_Z(cR)}{R^2} = 8Z^3c^2\,\frac{g(x)}{x^3} \;\to\; \frac23 Z^3c^2.$$

Because $Z\langle 1/r\rangle = Z_A Z + Z_B Z$, the energy is $E^{(1)} = Z_A[Z-\phi_Z(s_A)] + Z_B[Z-\phi_Z(s_B)]$. With $c = Z_B/Z$ and $c = Z_A/Z$,

$$\frac{E^{(1)}(R)}{R^2} \to \frac23 Z^3\,\frac{Z_AZ_B^2+Z_BZ_A^2}{Z^2} = \frac23 Z^2 Z_A Z_B,$$

which is $\tfrac23\cdot 4 = \tfrac83$ for two protons.

## The Lean objects and the physics they fix

`radialDensity Z r` is $\rho_Z(r)$, `angularCoulomb r s` is $K(r,s)$, `meanInvR Z` is $\langle 1/r\rangle$, `attraction Z s` is $\phi_Z(s)$, and `splitEnergy ZA ZB R` is $E^{(1)}(R)$. All but the first are defined through integrals, so the closed forms are theorems. Charges and distances are real numbers in atomic units, and `Ioi 0` is the half-line $r>0$. The filter `𝓝[>] 0` expresses the approach to zero through positive values.

`splitEnergy_one_one` says that `splitEnergy 1 1 R = W R` for every $R>0$. `splitEnergy_limit` says that for $Z_A>0$ and $Z_B>0$, not necessarily integers, $E^{(1)}(R)/R^2 \to \tfrac23(Z_A+Z_B)^2Z_AZ_B$ as $R\to0^+$. `W_limit` is the statement $W(R)/R^2\to 8/3$ and has no hypotheses.

Several things enter through the definitions. The 1s density is written down, with no Hamiltonian or eigenvalue problem behind it, and the unperturbed energy $-Z^2/2$ does not appear. The three-dimensional expectation value is taken from the start as a radial integral of a polar average. The nuclei are clamped point charges, the treatment is non-relativistic with one electron, and the nuclear repulsion $Z_AZ_B/R$ is left out. Identifying $8/3$ with the $R^2$ coefficient of the exact electronic eigenvalue of H₂⁺, as the check in the question does, needs the part of the energy beyond first order to vanish faster than $R^2$, and the theorems concern the first-order term alone.

```lean
import Mathlib

open Real Set Filter Topology MeasureTheory

namespace UnitedAtomExpansion

noncomputable section

/-- Radial probability density `4 Z³ r² exp(-2Zr)` of the hydrogenic 1s state of charge `Z`. -/
def radialDensity (Z r : ℝ) : ℝ := 4 * Z ^ 3 * r ^ 2 * exp (-(2 * Z * r))

/-- Inverse distance between a point at radius `r` and a point at radius `s`, averaged over the
cosine `t` of the angle between them. -/
def angularCoulomb (r s : ℝ) : ℝ :=
  1 / 2 * ∫ t in (-1 : ℝ)..1, 1 / √(r ^ 2 + s ^ 2 - 2 * r * s * t)

/-- The 1s expectation value of `1/r`. -/
def meanInvR (Z : ℝ) : ℝ := ∫ r in Ioi (0 : ℝ), radialDensity Z r / r

/-- The 1s expectation value of the inverse distance to a point at distance `s` from the centre. -/
def attraction (Z s : ℝ) : ℝ := ∫ r in Ioi (0 : ℝ), radialDensity Z r * angularCoulomb r s

/-- First-order electronic energy of splitting a nucleus of charge `ZA + ZB` into nuclei `ZA` and
`ZB` at distance `R`, keeping the centre of charge fixed. -/
def splitEnergy (ZA ZB R : ℝ) : ℝ :=
  (ZA + ZB) * meanInvR (ZA + ZB) - ZA * attraction (ZA + ZB) (ZB / (ZA + ZB) * R)
    - ZB * attraction (ZA + ZB) (ZA / (ZA + ZB) * R)

/-- The function `W(R) = 4 - 4/R + exp(-2R) (4 + 4/R)`. -/
def W (R : ℝ) : ℝ := 4 - 4 / R + exp (-2 * R) * (4 + 4 / R)

/-- Shell theorem: for different positive radii the angular average is `1 / max r s`. -/
theorem angularCoulomb_eq {r s : ℝ} (hr : 0 < r) (hs : 0 < s) (hne : r ≠ s) :
    angularCoulomb r s = 1 / max r s := by
  have hD : ∀ t ∈ uIcc (-1 : ℝ) 1, 0 < r ^ 2 + s ^ 2 - 2 * r * s * t := by
    intro t ht
    rw [uIcc_of_le (by norm_num)] at ht
    have h1 : 0 < (r - s) ^ 2 := sq_pos_of_ne_zero (sub_ne_zero.2 hne)
    have h2 : 0 ≤ r * s * (1 - t) := mul_nonneg (mul_pos hr hs).le (by linarith [ht.2])
    nlinarith
  have key : ∀ q : ℝ, q ≠ 0 → -(2 * r * s) / (2 * q) / (-(r * s)) = 1 / q := by
    intro q hq
    field_simp
  -- the distance itself, divided by `-r s`, is an antiderivative in `t`
  have hd : ∀ t ∈ uIcc (-1 : ℝ) 1,
      HasDerivAt (fun t => √(r ^ 2 + s ^ 2 - 2 * r * s * t) / (-(r * s)))
        (1 / √(r ^ 2 + s ^ 2 - 2 * r * s * t)) t := by
    intro t ht
    have h1 : HasDerivAt (fun t => r ^ 2 + s ^ 2 - 2 * r * s * t) (-(2 * r * s)) t :=
      (((hasDerivAt_id' t).const_mul (2 * r * s)).const_sub (r ^ 2 + s ^ 2)).congr_deriv (by ring)
    exact ((h1.sqrt (hD t ht).ne').div_const (-(r * s))).congr_deriv
      (key _ (sqrt_pos.2 (hD t ht)).ne')
  have hi : IntervalIntegrable (fun t => 1 / √(r ^ 2 + s ^ 2 - 2 * r * s * t)) volume (-1) 1 :=
    (ContinuousOn.div continuousOn_const (by fun_prop)
      (fun t ht => (sqrt_pos.2 (hD t ht)).ne')).intervalIntegrable
  have e1 : r ^ 2 + s ^ 2 - 2 * r * s * 1 = (r - s) ^ 2 := by ring
  have e2 : r ^ 2 + s ^ 2 - 2 * r * s * (-1) = (r + s) ^ 2 := by ring
  rw [angularCoulomb, intervalIntegral.integral_eq_sub_of_hasDerivAt hd hi, e1, e2,
    sqrt_sq_eq_abs, sqrt_sq_eq_abs, abs_of_pos (add_pos hr hs)]
  rcases le_total r s with h | h
  · rw [max_eq_right h, abs_of_nonpos (by linarith)]
    field_simp
    ring
  · rw [max_eq_left h, abs_of_nonneg (by linarith)]
    field_simp
    ring

/-- The integral of `4 Z³ r exp(-2Zr)` over `r > a` converges to `(Z + 2 Z² a) exp(-2Za)`. -/
theorem outer_shells {Z a : ℝ} (hZ : 0 < Z) (ha : 0 ≤ a) :
    IntegrableOn (fun r => 4 * Z ^ 3 * r * exp (-(2 * Z * r))) (Ioi a) ∧
      ∫ r in Ioi a, 4 * Z ^ 3 * r * exp (-(2 * Z * r)) =
        (Z + 2 * Z ^ 2 * a) * exp (-(2 * Z * a)) := by
  have hd : ∀ x ∈ Ici a, HasDerivAt (fun r => -((Z + 2 * Z ^ 2 * r) * exp (-(2 * Z * r))))
      (4 * Z ^ 3 * x * exp (-(2 * Z * x))) x := fun x _ =>
    ((((hasDerivAt_id' x).const_mul (2 * Z ^ 2)).const_add Z).fun_mul
      ((hasDerivAt_id' x).const_mul (2 * Z)).fun_neg.exp).fun_neg.congr_deriv (by ring)
  have hp : ∀ x ∈ Ioi a, 0 ≤ 4 * Z ^ 3 * x * exp (-(2 * Z * x)) := fun x hx => by
    have : 0 ≤ x := ha.trans (le_of_lt hx)
    positivity
  have hx : Tendsto (fun r : ℝ => 2 * Z * r) atTop atTop :=
    tendsto_id.const_mul_atTop (by positivity)
  have hl : Tendsto (fun r => -((Z + 2 * Z ^ 2 * r) * exp (-(2 * Z * r)))) atTop (𝓝 0) := by
    have h := (((tendsto_pow_mul_exp_neg_atTop_nhds_zero 0).comp hx).add
      ((tendsto_pow_mul_exp_neg_atTop_nhds_zero 1).comp hx)).const_mul (-Z)
    rw [add_zero, mul_zero] at h
    refine h.congr fun r => ?_
    simp only [Function.comp_apply]
    ring
  refine ⟨integrableOn_Ioi_deriv_of_nonneg' hd hp hl, ?_⟩
  rw [integral_Ioi_of_hasDerivAt_of_nonneg' hd hp hl]
  ring

/-- In the 1s state of charge `Z` the expectation value of `1/r` is `Z`. -/
theorem meanInvR_eq {Z : ℝ} (hZ : 0 < Z) : meanInvR Z = Z := by
  have h : EqOn (fun r => radialDensity Z r / r)
      (fun r => 4 * Z ^ 3 * r * exp (-(2 * Z * r))) (Ioi 0) := fun r hr => by
    simp only [radialDensity]
    rw [div_eq_iff (ne_of_gt hr)]
    ring
  rw [meanInvR, setIntegral_congr_fun measurableSet_Ioi h, (outer_shells hZ le_rfl).2]
  simp

/-- The mean inverse distance to a point at distance `s` is `1/s - exp(-2Zs) (Z + 1/s)`. -/
theorem attraction_eq {Z s : ℝ} (hZ : 0 < Z) (hs : 0 < s) :
    attraction Z s = 1 / s - exp (-(2 * Z * s)) * (Z + 1 / s) := by
  have hae : ∀ᵐ r : ℝ, r ≠ s := by
    rw [ae_iff]
    simp
  have h0 : attraction Z s = ∫ r in Ioi (0 : ℝ), radialDensity Z r / max r s := by
    refine setIntegral_congr_ae measurableSet_Ioi ?_
    filter_upwards [hae] with r hne hr
    rw [angularCoulomb_eq hr hs hne, mul_one_div]
  have hρ : Continuous (radialDensity Z) := by
    unfold radialDensity
    fun_prop
  have hc : Continuous fun r => radialDensity Z r / max r s :=
    hρ.div (by fun_prop) fun r => (lt_max_of_lt_right hs).ne'
  have hout : EqOn (fun r => 4 * Z ^ 3 * r * exp (-(2 * Z * r)))
      (fun r => radialDensity Z r / max r s) (Ioi s) := fun r hr => by
    simp only [radialDensity]
    rw [max_eq_left (le_of_lt hr), eq_div_iff (hs.trans hr).ne']
    ring
  have hin : EqOn (fun r => radialDensity Z r / max r s) (fun r => radialDensity Z r / s)
      (Ioc 0 s) := fun r hr => by simp only [max_eq_right hr.2]
  have hd : ∀ x ∈ uIcc 0 s, HasDerivAt
      (fun r => -((1 + 2 * Z * r + 2 * Z ^ 2 * (r * r)) * exp (-(2 * Z * r))) / s)
      (radialDensity Z x / s) x := fun x _ =>
    ((((((hasDerivAt_id' x).const_mul (2 * Z)).const_add 1).fun_add
      (((hasDerivAt_id' x).fun_mul (hasDerivAt_id' x)).const_mul (2 * Z ^ 2))).fun_mul
      ((hasDerivAt_id' x).const_mul (2 * Z)).fun_neg.exp).fun_neg.div_const s).congr_deriv
      (by unfold radialDensity; ring)
  -- inner shells act from the centre, outer shells give a constant potential
  rw [h0, ← Ioc_union_Ioi_eq_Ioi hs.le,
    setIntegral_union Ioc_disjoint_Ioi_same measurableSet_Ioi
      (hc.integrableOn_Icc.mono_set Ioc_subset_Icc_self)
      ((outer_shells hZ hs.le).1.congr_fun hout measurableSet_Ioi),
    ← setIntegral_congr_fun measurableSet_Ioi hout, (outer_shells hZ hs.le).2,
    setIntegral_congr_fun measurableSet_Ioc hin, ← intervalIntegral.integral_of_le hs.le,
    intervalIntegral.integral_eq_sub_of_hasDerivAt hd ((hρ.div_const s).intervalIntegrable _ _)]
  simp only [mul_zero, neg_zero, exp_zero]
  generalize exp (-(2 * Z * s)) = e
  field_simp
  ring

/-- The ratio `(x/2 - 1 + exp(-x) (x/2 + 1)) / x³` tends to `1/12` as `x → 0⁺`. -/
theorem penetration_limit :
    Tendsto (fun x : ℝ => (x / 2 - 1 + exp (-x) * (x / 2 + 1)) / x ^ 3) (𝓝[>] 0)
      (𝓝 (1 / 12)) := by
  have hid : Tendsto (fun x : ℝ => x) (𝓝[>] 0) (𝓝 0) := nhdsWithin_le_nhds
  -- the cubic Taylor remainder of the exponential is at most `x⁴`
  have hE : Tendsto (fun x : ℝ => (exp (-x) - (1 - x + x ^ 2 / 2 - x ^ 3 / 6)) / x ^ 3)
      (𝓝[>] 0) (𝓝 0) := by
    refine squeeze_zero_norm' ?_ hid
    filter_upwards [Ioo_mem_nhdsGT (zero_lt_one' ℝ)] with x hx
    have hx0 : 0 < x := hx.1
    have hb := Real.exp_bound (x := -x) (by rw [abs_neg, abs_of_pos hx0]; exact hx.2.le)
      (n := 4) (by norm_num)
    have e : ∑ m ∈ Finset.range 4, (-x) ^ m / (m.factorial : ℝ) =
        1 - x + x ^ 2 / 2 - x ^ 3 / 6 := by
      simp [Finset.sum_range_succ, Nat.factorial]
      ring
    rw [e, abs_neg, abs_of_pos hx0] at hb
    have hb' := hb.trans (mul_le_of_le_one_right (by positivity) (by norm_num [Nat.factorial]))
    rw [Real.norm_eq_abs, abs_div, abs_of_pos (pow_pos hx0 3), div_le_iff₀ (pow_pos hx0 3)]
    exact hb'.trans (le_of_eq (by ring))
  have h := ((hE.mul ((hid.div_const 2).add_const 1)).add_const (1 / 12)).sub (hid.div_const 12)
  rw [show (0 : ℝ) * (0 / 2 + 1) + 1 / 12 - 0 / 12 = 1 / 12 by norm_num] at h
  refine h.congr' ?_
  filter_upwards [self_mem_nhdsWithin] with x hx
  have : x ≠ 0 := ne_of_gt hx
  generalize exp (-x) = e
  field_simp
  ring

/-- For a displacement `c R`, the drop of the mean inverse distance below `Z`, divided by `R²`,
tends to `(2/3) Z³ c²` as `R → 0⁺`. -/
theorem attraction_limit {Z c : ℝ} (hZ : 0 < Z) (hc : 0 < c) :
    Tendsto (fun R => (Z - attraction Z (c * R)) / R ^ 2) (𝓝[>] 0)
      (𝓝 (2 / 3 * Z ^ 3 * c ^ 2)) := by
  have hid : Tendsto (fun x : ℝ => x) (𝓝[>] 0) (𝓝 0) := nhdsWithin_le_nhds
  have hx : Tendsto (fun R : ℝ => 2 * Z * (c * R)) (𝓝[>] 0) (𝓝[>] 0) := by
    refine tendsto_nhdsWithin_iff.2 ⟨?_, ?_⟩
    · have h := (hid.const_mul c).const_mul (2 * Z)
      rwa [mul_zero, mul_zero] at h
    · filter_upwards [self_mem_nhdsWithin] with R hR
      exact mul_pos (by positivity) (mul_pos hc hR)
  have h := (penetration_limit.comp hx).const_mul (8 * Z ^ 3 * c ^ 2)
  rw [show 8 * Z ^ 3 * c ^ 2 * (1 / 12) = 2 / 3 * Z ^ 3 * c ^ 2 by ring] at h
  refine h.congr' ?_
  filter_upwards [self_mem_nhdsWithin] with R hR
  have hR' : 0 < R := hR
  rw [attraction_eq hZ (mul_pos hc hR'), Function.comp_apply]
  generalize exp (-(2 * Z * (c * R))) = e
  field_simp
  ring

/-- The first-order splitting energy divided by `R²` tends to `(2/3) (ZA + ZB)² ZA ZB`
as `R → 0⁺`. -/
theorem splitEnergy_limit {ZA ZB : ℝ} (hA : 0 < ZA) (hB : 0 < ZB) :
    Tendsto (fun R => splitEnergy ZA ZB R / R ^ 2) (𝓝[>] 0)
      (𝓝 (2 / 3 * (ZA + ZB) ^ 2 * ZA * ZB)) := by
  have hZ : 0 < ZA + ZB := add_pos hA hB
  have h := ((attraction_limit hZ (div_pos hB hZ)).const_mul ZA).add
    ((attraction_limit hZ (div_pos hA hZ)).const_mul ZB)
  have e : ZA * (2 / 3 * (ZA + ZB) ^ 3 * (ZB / (ZA + ZB)) ^ 2)
      + ZB * (2 / 3 * (ZA + ZB) ^ 3 * (ZA / (ZA + ZB)) ^ 2)
      = 2 / 3 * (ZA + ZB) ^ 2 * ZA * ZB := by
    field_simp
    ring
  rw [e] at h
  refine h.congr fun R => ?_
  rw [splitEnergy, meanInvR_eq hZ]
  ring

/-- Splitting the He⁺ nucleus into two unit charges at distance `R > 0` has first-order
energy `W(R)`. -/
theorem splitEnergy_one_one {R : ℝ} (hR : 0 < R) : splitEnergy 1 1 R = W R := by
  have e : -(2 * (1 + 1) * (1 / (1 + 1) * R)) = -2 * R := by ring
  rw [splitEnergy, meanInvR_eq (by norm_num), attraction_eq (by norm_num) (by positivity), e, W]
  generalize exp (-2 * R) = q
  field_simp
  ring

/-- The ratio `W(R) / R²` tends to `8/3` as `R → 0⁺`. -/
theorem W_limit : Tendsto (fun R => W R / R ^ 2) (𝓝[>] 0) (𝓝 (8 / 3)) := by
  have h := splitEnergy_limit one_pos one_pos
  rw [show (2 / 3 * (1 + 1) ^ 2 * 1 * 1 : ℝ) = 8 / 3 by norm_num] at h
  refine h.congr' ?_
  filter_upwards [self_mem_nhdsWithin] with R hR
  rw [splitEnergy_one_one hR]

end

end UnitedAtomExpansion
```

```lean
#print axioms UnitedAtomExpansion.splitEnergy_one_one
#print axioms UnitedAtomExpansion.W_limit
```

```
'UnitedAtomExpansion.splitEnergy_one_one' depends on axioms: [propext, Classical.choice, Quot.sound]
'UnitedAtomExpansion.W_limit' depends on axioms: [propext, Classical.choice, Quot.sound]
```

## From the antiderivatives to the limit in Lean

`angularCoulomb_eq` is the shell theorem for $r,s>0$ with $r\ne s$. Its step `hD` shows that the radicand, which equals $(r-s)^2 + 2rs(1-t)$, is positive on $[-1,1]$; `hd` verifies the antiderivative, and `intervalIntegral.integral_eq_sub_of_hasDerivAt` evaluates it at the end points. `e1` and `e2` turn the radicands there into $(r-s)^2$ and $(r+s)^2$, and the two cases of `le_total r s` resolve $|r-s|$. The case $r=s$, where the integrand is singular at $t=1$, is excluded, and `attraction_eq` discards this single radius as a null set through `hae`.

`outer_shells` gives both integrability and the value of the integral over $r>a$. The antiderivative is `hd`, and `hl` shows that it vanishes at infinity by writing it as $-Z(e^{-x} + xe^{-x})$ with $x=2Zr$. `meanInvR_eq` cancels one power of $r$ and sets $a=0$.

`attraction_eq` first replaces $K$ by $1/\max(r,s)$ (`h0`), then splits $(0,\infty)$ into `Ioc 0 s` and `Ioi s` with `setIntegral_union`. On the outer part `hout` identifies the integrand with that of `outer_shells`; on the inner part `hin` gives $\rho_Z/s$, integrated by the quadratic-times-exponential antiderivative. The exponential is then treated as a free variable and `field_simp` with `ring` collects the terms.

`penetration_limit` is $g(x)/x^3\to1/12$. In `hE`, `Real.exp_bound` with four terms supplies $|\epsilon(x)|\le x^4$, and squeezing by $x$ gives $\epsilon(x)/x^3\to0$. The limit `h` is the displayed three-term decomposition, matched to $g(x)/x^3$ for $x>0$ by `h.congr'`. `attraction_limit` composes this with $R\mapsto 2ZcR$, which approaches zero from above (`hx`), and multiplies by $8Z^3c^2$. `splitEnergy_limit` adds the two weighted limits, with `e` as the charge algebra. `splitEnergy_one_one` substitutes $Z=2$, $s=R/2$, and `W_limit` transfers the case $Z_A=Z_B=1$ to `W` on $R>0$.

## The value at $R=0.1$ and evaluation in code

The numbers and remarks below are ordinary arithmetic and commentary, not theorems of the file. At $R=0.1$, $e^{-0.2} = 0.81873075$ and $4+4/R = 44$, so $W = 4 - 40 + 36.024153 = 0.024153$ and $W/R^2 = 2.4153$. Carrying the Taylor series further gives $W/R^2 = \tfrac83 - \tfrac83R + \tfrac85R^2 - \dots$, whose three terms sum to $2.4160$ at $R=0.1$ and to $2.6402$ at $R=0.01$. The approach to $2.6667$ is linear in $R$, so a check at one moderate distance falls visibly short of $8/3$.

In an electronic-structure program, $\phi_Z(s)$ is, up to sign, the nuclear-attraction integral of a one-centre 1s Slater density with an off-centre unit charge. For the one-electron, one-function model with a Slater 1s orbital of fixed exponent $2$ at the bond midpoint, the kinetic energy is $2$ and the electronic energy is $2 - 2\phi_2(R/2) = -2 + W(R)$, which an integral routine should reproduce at every $R>0$. For a full calculation on H₂⁺, the comparison in the question concerns the leading coefficient only; the $R^3$ term of $W$ need not equal that of the exact eigenvalue.

The cancellation also matters in floating point. At $R=10^{-5}$ the terms $4/R$ are $4\times10^5$ while $W\approx 2.7\times10^{-10}$, so double precision leaves about one significant digit in the formula as written. At such distances the series for $W/R^2$ is the safer way to evaluate it.
